# Rotated amplitudes of identical separated pairs always solve CEPA(1) but can fail CEPA(2)

Consider identical electron pairs that do not interact with each other. Each pair has one occupied and one virtual orbital, both labelled by $m$. Exciting both electrons of a pair costs $2D$, the exchange integral between its two orbitals is $K$, and the amplitude of this double excitation is $c$, with coefficient 1 for the reference determinant. The pair energy is $e = Kc$, and the amplitude solves $K + (2D - e)c = 0$. All quantities are real. Below, $i, j, k$ label rotated occupied orbitals and $a, b$ rotated virtual ones; $l$, like $m$, labels a local pair.

```lean
import Mathlib

open Matrix
open scoped Kronecker

namespace CepaInvariance

noncomputable section

variable {n : Type*} [Fintype n] [DecidableEq n]
```

The finite type `n` is the set of pair labels. It serves for occupied and virtual orbitals alike.

```lean
/-- Closed-shell double-excitation quantities: the row is the occupied pair `ij`,
the column the virtual pair `ab`. -/
abbrev PairTensor (n : Type*) := Matrix (n × n) (n × n) ℝ
```

A `PairTensor` is a real matrix with row $(i,j)$ and column $(a,b)$. It can store the amplitudes $T_{ij}^{ab}$ for exciting one electron from $i$ to $a$ and another from $j$ to $b$, or the matching integrals $K_{ij}^{ab}$.

```lean
/-- The tensor in local orbitals with entry `x` for the excitation of both electrons of any pair `m`
into the virtual orbital of the same pair, and 0 elsewhere. -/
def localPairs (x : ℝ) : PairTensor n :=
  Matrix.diagonal fun p => if p.1 = p.2 then x else 0
```

In local orbitals, the only nonzero entries are those for exciting pair $m$ into its own virtual orbital, and they all equal $x$. Taking $x = K$ gives the integrals, and $x = c$ the amplitudes.

```lean
/-- Change of orbitals: `U` acts on both occupied indices and `V` on both virtual indices. -/
def rotate (U V : Matrix n n ℝ) (T : PairTensor n) : PairTensor n :=
  (U ⊗ₖ U) * T * (Vᵀ ⊗ₖ Vᵀ)
```

Row $i$ of `U` expands a new occupied orbital in the local ones, and `V` does the same for virtual orbitals. The Kronecker product `U ⊗ₖ U` rotates both occupied indices at once.

```lean
/-- The ordered closed-shell pair energy, the sum over `a, b` of
`K_ij^ab (2 T_ij^ab - T_ij^ba)`. -/
def pairEnergy (J T : PairTensor n) (i j : n) : ℝ :=
  ∑ a, ∑ b, J (i, j) (a, b) * (2 * T (i, j) (a, b) - T (i, j) (b, a))
```

This is $e_{ij} = \sum_{ab} K_{ij}^{ab}(2T_{ij}^{ab} - T_{ij}^{ba})$, with the integrals called `J`. Pairs are ordered: $ij$ and $ji$ count separately.

```lean
/-- Pair energies in rotated orbitals, for local exchange integrals `K` and amplitudes `c`. -/
def rotatedEnergy (U V : Matrix n n ℝ) (K c : ℝ) : n → n → ℝ :=
  pairEnergy (rotate U V (localPairs K)) (rotate U V (localPairs c))
```

Here integrals and amplitudes are both rotated before the pair energies are formed.

```lean
/-- The CEPA(1) shift `(1/2) ∑ k, (e_ik + e_jk)` built from pair energies `E`. -/
def cepa1Shift (E : n → n → ℝ) (i j : n) : ℝ :=
  (1 / 2) * ∑ k, (E i k + E j k)
```

CEPA, the coupled electron pair approximation, corrects the doubles equations by an energy shift $S_{ij}$. CEPA(1) uses $\tfrac12\sum_k(e_{ik}+e_{jk})$, and CEPA(2) is modelled here with the ordered pair energy $e_{ij}$ itself. For $i \neq j$ this is half the energy $e_{ij}+e_{ji}$ of the unordered pair; the CEPA(2) results below hold with either choice.

```lean
/-- The doubles residual in rotated orbitals with shift `S i j`. The excitation energies `W`
are diagonal in the local orbitals, so they act after the amplitudes are rotated back. -/
def residual (U V : Matrix n n ℝ) (W : PairTensor n) (K : ℝ) (S : n → n → ℝ)
    (T : PairTensor n) : PairTensor n :=
  rotate U V (localPairs K + Matrix.hadamard W (rotate Uᵀ Vᵀ T))
    - Matrix.of fun p q => S p.1 p.2 * T p q
```

The residual is integrals plus excitation energies acting on amplitudes, minus $S_{ij}T_{ij}^{ab}$. The excitation energies do not mix local doubles: each local amplitude is multiplied by its own entry of `W`. The amplitudes are therefore rotated back, multiplied entry by entry (`Matrix.hadamard`) and rotated forward. The model has no single excitations and no coupling between different local doubles.

## Orthogonality and the rotated amplitudes

```lean
variable {U V : Matrix n n ℝ} {W : PairTensor n} {K D c : ℝ}

/-- The rows of an orthogonal matrix are normalised. -/
lemma row_sq (hU : U * Uᵀ = 1) (i : n) : ∑ m, U i m ^ 2 = 1 := by
  have h := congrFun (congrFun hU i) i
  simpa [Matrix.mul_apply, pow_two] using h
```

The hypothesis `U * Uᵀ = 1` says that `U` is orthogonal. Its diagonal entries read $\sum_m U_{im}^2 = 1$.

```lean
/-- The columns of an orthogonal matrix are normalised. -/
lemma col_sq (hU : U * Uᵀ = 1) (m : n) : ∑ k, U k m ^ 2 = 1 := by
  have h : Uᵀ * Uᵀᵀ = 1 := by
    rw [Matrix.transpose_transpose]
    exact mul_eq_one_comm.mp hU
  simpa only [Matrix.transpose_apply] using row_sq h m
```

A square matrix with $UU^T = 1$ also satisfies $U^TU = 1$, so the row result applied to the transpose gives $\sum_k U_{km}^2 = 1$.

```lean
/-- An orthogonal rotation of both orbitals of a pair is undone by its transpose. -/
lemma kron_orth (hU : U * Uᵀ = 1) : (Uᵀ ⊗ₖ Uᵀ) * (U ⊗ₖ U) = 1 := by
  rw [← Matrix.mul_kronecker_mul, mul_eq_one_comm.mp hU, Matrix.one_kronecker_one]
```

Kronecker products multiply factor by factor: $(U^T\otimes U^T)(U\otimes U) = U^TU\otimes U^TU = 1$.

```lean
/-- Local doubles seen in rotated orbitals: each pair `m` contributes `x` times the product of its
four orbital coefficients. -/
theorem rotate_localPairs (U V : Matrix n n ℝ) (x : ℝ) (i j a b : n) :
    rotate U V (localPairs x) (i, j) (a, b)
      = x * ∑ m, U i m * U j m * (V a m * V b m) := by
  unfold rotate localPairs
  rw [Matrix.mul_apply]
  simp only [Matrix.mul_diagonal, Fintype.sum_prod_type, Matrix.kroneckerMap_apply,
    Matrix.transpose_apply]
  rw [Finset.mul_sum]
  refine Finset.sum_congr rfl fun m _ => ?_
  rw [Finset.sum_eq_single m]
  · rw [if_pos rfl]; ring
  · intro y _ hy
    rw [if_neg (Ne.symm hy)]; ring
  · intro h
    exact absurd (Finset.mem_univ _) h
```

By hand,
$$\sum_{m,l} U_{im}U_{jl}\,x\,\delta_{ml}\,V_{am}V_{bl} = x\sum_m U_{im}U_{jm}V_{am}V_{bm}.$$
The step `Finset.sum_eq_single m` keeps only the term $l = m$.

## Pair energies and the CEPA(1) shift

```lean
/-- For an orthogonal rotation `V` of the virtual orbitals, the pair energies are
`e_ij = K c ∑ m, U_im² U_jm²`. -/
theorem rotatedEnergy_eq (hV : V * Vᵀ = 1) (i j : n) :
    rotatedEnergy U V K c i j = K * c * ∑ m, U i m ^ 2 * U j m ^ 2 := by
  have hsym : ∀ a b, rotate U V (localPairs c) (i, j) (b, a)
      = rotate U V (localPairs c) (i, j) (a, b) := by
    intro a b
    rw [rotate_localPairs, rotate_localPairs]
    congr 1
    exact Finset.sum_congr rfl fun m _ => by ring
  have hL : (localPairs K : PairTensor n) * localPairs c = localPairs (K * c) := by
    unfold localPairs
    rw [Matrix.diagonal_mul_diagonal]
    congr 1
    funext p
    split_ifs <;> simp
  -- the virtual rotation cancels in the contraction over a and b
  have hprod : rotate U V (localPairs K) * (rotate U V (localPairs c))ᵀ
      = rotate U U (localPairs (K * c)) := by
    have ht : (localPairs c : PairTensor n)ᵀ = localPairs c := Matrix.diagonal_transpose _
    unfold rotate
    rw [Matrix.transpose_mul, Matrix.transpose_mul, ht, ← Matrix.kroneckerMap_transpose,
      ← Matrix.kroneckerMap_transpose, Matrix.transpose_transpose, ← hL]
    calc _ = (U ⊗ₖ U) * localPairs K * ((Vᵀ ⊗ₖ Vᵀ) * (V ⊗ₖ V)) * localPairs c
          * (Uᵀ ⊗ₖ Uᵀ) := by simp only [Matrix.mul_assoc]
      _ = _ := by
        rw [kron_orth hV, Matrix.mul_one]
        simp only [Matrix.mul_assoc]
  have h := congrFun (congrFun hprod (i, j)) (i, j)
  rw [Matrix.mul_apply, Fintype.sum_prod_type] at h
  refine Eq.trans ?_ (h.trans ?_)
  · unfold rotatedEnergy pairEnergy
    refine Finset.sum_congr rfl fun a _ => Finset.sum_congr rfl fun b _ => ?_
    rw [hsym a b, Matrix.transpose_apply]
    ring
  · rw [rotate_localPairs]
    congr 1
    exact Finset.sum_congr rfl fun m _ => by ring
```

The rotated amplitudes are symmetric in $a$ and $b$, so $2T_{ij}^{ab} - T_{ij}^{ba} = T_{ij}^{ab}$. Therefore
$$e_{ij} = e\sum_{m,l} U_{im}U_{jm}U_{il}U_{jl}\Big(\sum_a V_{am}V_{al}\Big)^2 = e\sum_m U_{im}^2U_{jm}^2,$$
because the bracket is $\delta_{ml}$. In Lean, `hsym` is the symmetry, and `hprod` cancels the virtual rotation in a matrix product whose diagonal entry is $e_{ij}$.

```lean
/-- The CEPA(1) shift equals the energy `K c` of one local pair, for all orthogonal rotations
of the occupied and of the virtual orbitals. -/
theorem cepa1Shift_eq (hU : U * Uᵀ = 1) (hV : V * Vᵀ = 1) (i j : n) :
    cepa1Shift (rotatedEnergy U V K c) i j = K * c := by
  have hrow : ∀ i, ∑ k, rotatedEnergy U V K c i k = K * c := by
    intro i
    simp only [rotatedEnergy_eq hV]
    rw [← Finset.mul_sum, Finset.sum_comm]
    simp only [← Finset.mul_sum, col_sq hU, mul_one, row_sq hU]
  unfold cepa1Shift
  rw [Finset.sum_add_distrib, hrow i, hrow j]
  ring
```

Summing over $k$ gives
$$\sum_k e_{ik} = e\sum_m U_{im}^2\sum_k U_{km}^2 = e.$$
The shift is therefore $\tfrac12(e+e) = e$ for every $i$ and $j$.

## Residuals for any shift, and for CEPA(1)

```lean
/-- If the local amplitude solves `K + (2D - K c) c = 0` and local doubles cost `2D`, then in
orthogonally rotated orbitals the residual is `(K c - S_ij) T_ij^ab` for any shift `S`. -/
theorem residual_rotated (hU : U * Uᵀ = 1) (hV : V * Vᵀ = 1)
    (hW : ∀ m, W (m, m) (m, m) = 2 * D) (hc : K + (2 * D - K * c) * c = 0)
    (S : n → n → ℝ) (i j a b : n) :
    residual U V W K S (rotate U V (localPairs c)) (i, j) (a, b)
      = (K * c - S i j) * rotate U V (localPairs c) (i, j) (a, b) := by
  have hback : rotate Uᵀ Vᵀ (rotate U V (localPairs c)) = localPairs c := by
    unfold rotate
    rw [Matrix.transpose_transpose]
    calc _ = ((Uᵀ ⊗ₖ Uᵀ) * (U ⊗ₖ U)) * localPairs c * ((Vᵀ ⊗ₖ Vᵀ) * (V ⊗ₖ V)) := by
          simp only [Matrix.mul_assoc]
      _ = _ := by rw [kron_orth hU, kron_orth hV, Matrix.one_mul, Matrix.mul_one]
  -- only the local doubles feel the excitation energies
  have hloc : localPairs K + Matrix.hadamard W (localPairs c)
      = localPairs (K + 2 * D * c) := by
    ext p q
    by_cases h : p = q
    · subst h
      obtain ⟨k, l⟩ := p
      by_cases h' : k = l
      · subst h'
        simp [localPairs, hW]
      · simp [localPairs, h']
    · simp [localPairs, h]
  unfold residual
  rw [hback, hloc]
  simp only [Matrix.sub_apply, Matrix.of_apply, rotate_localPairs]
  linear_combination (∑ m, U i m * U j m * (V a m * V b m)) * hc
```

The hypothesis `hW` sets the cost of local doubles to $2D$. Other entries of `W` are free, since they multiply zero amplitudes. The hypothesis `hc` is the equation for an isolated pair.

Rotating back (`hback`) recovers the local amplitudes, and integrals plus excitation energies then give $K + 2Dc$ on each local double (`hloc`). Write $g = \sum_m U_{im}U_{jm}V_{am}V_{bm}$, so that $T_{ij}^{ab} = cg$. Since $K + 2Dc = ec$,
$$(K + 2Dc)g - S_{ij}cg = (e - S_{ij})T_{ij}^{ab}.$$
The final `linear_combination` multiplies `hc` by $g$.

```lean
/-- CEPA(1) invariance for identical separated pairs: if the local amplitude solves
`K + (2D - K c) c = 0` and local doubles cost `2D`, the rotated amplitudes solve the CEPA(1)
equations for all orthogonal rotations of occupied and virtual orbitals. -/
theorem cepa1_residual_eq_zero (hU : U * Uᵀ = 1) (hV : V * Vᵀ = 1)
    (hW : ∀ m, W (m, m) (m, m) = 2 * D) (hc : K + (2 * D - K * c) * c = 0) :
    residual U V W K (cepa1Shift (rotatedEnergy U V K c)) (rotate U V (localPairs c)) = 0 := by
  ext ⟨i, j⟩ ⟨a, b⟩
  rw [residual_rotated hU hV hW hc, cepa1Shift_eq hU hV, Matrix.zero_apply]
  ring
```

With $S_{ij} = e$ every entry vanishes. This is invariance for identical, non-interacting pairs; it does not extend to CEPA(1) for interacting electrons in general.

## Which occupied rotations CEPA(2) tolerates

```lean
/-- Let `U` and `V` be orthogonal, let the local amplitude solve `K + (2D - K c) c = 0`, let local
doubles cost `2D`, and let `K c ≠ 0`. Then the rotated amplitudes solve the CEPA(2) equations, with
shift `e_ij`, exactly when every occupied coefficient is 0 or ±1. -/
theorem cepa2_residual_eq_zero_iff (hU : U * Uᵀ = 1) (hV : V * Vᵀ = 1)
    (hW : ∀ m, W (m, m) (m, m) = 2 * D) (hc : K + (2 * D - K * c) * c = 0)
    (he : K * c ≠ 0) :
    residual U V W K (rotatedEnergy U V K c) (rotate U V (localPairs c)) = 0
      ↔ ∀ i m, U i m = 0 ∨ U i m ^ 2 = 1 := by
  constructor
  · intro h i m
    -- some amplitude of the pair ii is nonzero, so its shift must be K c
    have hi : K * c - rotatedEnergy U V K c i i = 0 := by
      by_contra hne
      have hz : ∀ a, ∑ m, U i m * U i m * (V a m * V a m) = 0 := by
        intro a
        have h1 := congrFun (congrFun h (i, i)) (a, a)
        rw [residual_rotated hU hV hW hc, rotate_localPairs, Matrix.zero_apply] at h1
        have h2 := (mul_eq_zero.mp h1).resolve_left hne
        exact (mul_eq_zero.mp h2).resolve_left (right_ne_zero_of_mul he)
      have hs : ∑ a, ∑ m, U i m * U i m * (V a m * V a m) = 1 := by
        rw [Finset.sum_comm]
        simp only [← Finset.mul_sum, ← pow_two, col_sq hV, mul_one, row_sq hU]
      rw [Finset.sum_eq_zero fun a _ => hz a] at hs
      exact zero_ne_one hs
    rw [rotatedEnergy_eq hV] at hi
    have h4 : ∑ m, U i m ^ 2 * U i m ^ 2 = 1 := by
      apply mul_left_cancel₀ he
      linarith
    have h5 : ∑ m, U i m ^ 2 * (1 - U i m ^ 2) = 0 := by
      simp only [mul_sub, mul_one, Finset.sum_sub_distrib]
      rw [row_sq hU, h4, sub_self]
    have hle : ∀ k, U i k ^ 2 ≤ 1 := fun k =>
      (Finset.single_le_sum (f := fun k => U i k ^ 2) (fun k _ => sq_nonneg (U i k))
        (Finset.mem_univ k)).trans_eq (row_sq hU i)
    have hn : ∀ k ∈ Finset.univ, 0 ≤ U i k ^ 2 * (1 - U i k ^ 2) := fun k _ =>
      mul_nonneg (sq_nonneg _) (sub_nonneg.mpr (hle k))
    have h6 := (Finset.sum_eq_zero_iff_of_nonneg hn).mp h5 m (Finset.mem_univ m)
    rcases mul_eq_zero.mp h6 with h7 | h7
    · exact Or.inl ((pow_eq_zero_iff two_ne_zero).mp h7)
    · exact Or.inr (by linarith)
  · intro h
    ext ⟨i, j⟩ ⟨a, b⟩
    rw [residual_rotated hU hV hW hc, Matrix.zero_apply]
    by_cases hij : i = j
    · subst hij
      have h1 : ∑ m, U i m ^ 2 * U i m ^ 2 = 1 := by
        refine (Finset.sum_congr rfl fun m _ => ?_).trans (row_sq hU i)
        rcases h i m with h0 | h0 <;> simp [h0]
      rw [rotatedEnergy_eq hV, h1]
      ring
    · -- two different occupied orbitals share no local pair
      have hz : ∀ m, U i m * U j m = 0 := by
        intro m
        by_contra hne
        have h1 := (h i m).resolve_left (left_ne_zero_of_mul hne)
        have h2 := (h j m).resolve_left (right_ne_zero_of_mul hne)
        have h3 : ∑ k ∈ {i, j}, U k m ^ 2 ≤ ∑ k, U k m ^ 2 :=
          Finset.sum_le_sum_of_subset_of_nonneg (Finset.subset_univ _)
            fun k _ _ => sq_nonneg (U k m)
        rw [Finset.sum_pair hij, col_sq hU, h1, h2] at h3
        norm_num at h3
      simp only [rotate_localPairs, hz, zero_mul, Finset.sum_const_zero, mul_zero]
```

Assume $e \neq 0$, so $c \neq 0$, and let the CEPA(2) residual vanish. For each $i$,
$$\sum_a T_{ii}^{aa} = c\sum_m U_{im}^2\sum_a V_{am}^2 = c \neq 0,$$
so some amplitude of the pair $ii$ is nonzero, which forces $e_{ii} = e$. Hence $\sum_m U_{im}^4 = 1 = \sum_m U_{im}^2$, or
$$\sum_m U_{im}^2(1 - U_{im}^2) = 0.$$
No term is negative, so each is zero and $U_{im}$ is $0$ or $\pm1$.

Conversely, let all coefficients be $0$ or $\pm1$. Then $e_{ii} = e$, and the residual vanishes for $i = j$. For $i \neq j$, normalised columns prevent two orbitals from sharing a local pair, so $T_{ij}^{ab} = 0$. Such a `U` only relabels occupied orbitals and changes signs; `V` may be any orthogonal matrix. The argument uses the shift only for $i = j$, so it also holds if the shift for $i \neq j$ is the unordered pair energy $e_{ij}+e_{ji}$.

The condition $e \neq 0$ matters. With $K = c = 0$ the pair equation holds and the CEPA(2) residual is zero for every `U`, including a 45-degree rotation, whose coefficients are neither $0$ nor $\pm1$.

## Two pairs at 45 degrees

```lean
/-- The rotation of two orbitals by 45 degrees. -/
def turn : Matrix (Fin 2) (Fin 2) ℝ :=
  !![Real.sqrt 2 / 2, Real.sqrt 2 / 2; -(Real.sqrt 2 / 2), Real.sqrt 2 / 2]
```

The rows are $(1,1)/\sqrt2$ and $(-1,1)/\sqrt2$. Lean numbers the two orbitals 0 and 1.

```lean
/-- Two pairs turned by 45 degrees, with `K + (2D - K c) c = 0`, local doubles costing `2D` and
`K c ≠ 0`: all ordered pair energies are `K c / 2`, the CEPA(1) residual vanishes and the
CEPA(2) residual does not. -/
theorem two_pairs_turned {W : PairTensor (Fin 2)} (hW : ∀ m, W (m, m) (m, m) = 2 * D)
    (hc : K + (2 * D - K * c) * c = 0) (he : K * c ≠ 0) :
    (∀ i j, rotatedEnergy turn turn K c i j = K * c / 2) ∧
    residual turn turn W K (cepa1Shift (rotatedEnergy turn turn K c))
      (rotate turn turn (localPairs c)) = 0 ∧
    residual turn turn W K (rotatedEnergy turn turn K c)
      (rotate turn turn (localPairs c)) ≠ 0 := by
  have h : (Real.sqrt 2 / 2) ^ 2 = 1 / 2 := by
    rw [div_pow, Real.sq_sqrt (by norm_num)]
    norm_num
  obtain ⟨s, hs⟩ : ∃ s, s = Real.sqrt 2 / 2 := ⟨_, rfl⟩
  have ht : turn = !![s, s; -s, s] := by rw [hs]; rfl
  rw [← hs] at h
  have hsq : ∀ i m, turn i m ^ 2 = 1 / 2 := by
    intro i m
    rw [ht]
    fin_cases i <;> fin_cases m <;> simpa using h
  have hO : turn * turnᵀ = 1 := by
    rw [ht]
    ext i j
    fin_cases i <;> fin_cases j <;> simp [Matrix.mul_apply, Fin.sum_univ_two] <;> nlinarith
  refine ⟨fun i j => ?_, cepa1_residual_eq_zero hO hO hW hc, fun h0 => ?_⟩
  · rw [rotatedEnergy_eq hO]
    simp only [hsq, Fin.sum_univ_two]
    ring
  · have h1 := hsq 0 0
    rcases (cepa2_residual_eq_zero_iff hO hO hW hc he).mp h0 0 0 with h2 | h2
    · rw [h2] at h1
      norm_num at h1
    · rw [h2] at h1
      norm_num at h1

end

end CepaInvariance
```

Every squared coefficient is $\tfrac12$ (`hsq`), so $e_{ij} = e(\tfrac14+\tfrac14) = e/2$ for all four ordered pairs. The CEPA(1) residual vanishes by the general theorem. A vanishing CEPA(2) residual would require a squared coefficient of $0$ or $1$, a contradiction. By hand, $T_{00}^{00} = c/2$, and the CEPA(2) residual there is $(e - e/2)\,c/2 = ec/4$.

For electronic structure work, this two-pair model without interaction between the pairs shows that a CEPA(2) calculation can depend on whether the occupied orbitals are localised or delocalised. The theorem tests the rotated local solution; it does not find the amplitudes that CEPA(2) would give in the delocalised orbitals.

```lean
#print axioms CepaInvariance.cepa1_residual_eq_zero
-- 'CepaInvariance.cepa1_residual_eq_zero' depends on axioms: [propext, Classical.choice, Quot.sound]
#print axioms CepaInvariance.two_pairs_turned
-- 'CepaInvariance.two_pairs_turned' depends on axioms: [propext, Classical.choice, Quot.sound]
```
